# Polynomial solutions of the Hulthén equation: a finite exciton series

For $l, b > 0$ and a natural number $n$, the equation
$$-u''(r) - \frac{2l\,e^{-lr}}{1-e^{-lr}}\,u(r) = -b^2 u(r), \qquad r>0,$$
has a solution $u(r) = e^{-br}P(e^{-lr})$, with $P$ a real polynomial of degree $n$ and $P(0)\neq 0$, exactly when $n\ge 1$ and $b = 1/n - nl/2$. Every solution of this form has $u(0)=0$. A positive $b$ is available exactly when $n \ge 1$ and $n^2 l<2$, so only finitely many $n$ occur.

## Physical setting

In the effective-mass model of a Wannier exciton in a bulk semiconductor with isotropic parabolic bands, with lengths in excitonic Bohr radii and energies in excitonic Rydbergs, an s-wave state of the relative electron–hole motion with radial function $u(r)/r$ obeys $-u''+Vu=Eu$. Without screening by free carriers the attraction is $V=-2/r$; the reduced mass and the background dielectric constant are contained in the units. The Hulthén potential
$$V(r) = -\frac{2l\,e^{-lr}}{1-e^{-lr}}$$
behaves as $-2/r$ at small $r$ and as $-2l\,e^{-lr}$ at large $r$, so $1/l$ is a screening length. The energy is written $E=-b^2$, where $b$ is the decay rate of $u$.

The result gives finitely many energies $E_n=-(1/n-nl/2)^2$, measured from the band gap. Reading them as the whole discrete series of the Elliott formula, cut down to finitely many terms by screening in this one-parameter, static, s-wave model, takes the further fact that there are no other bound s-states, which is not proved here. An absorption spectrum needs line strengths and the continuum as well, and the theorems below concern neither.

## Statement

Write $S(l,b,n)$ for the existence of a real polynomial $P$ of degree $n$ with $P(0)\ne0$ such that $u=e^{-br}P(e^{-lr})$ solves the equation at $E=-b^2$. Throughout $l>0$.

1. `hasState_iff`: for $b>0$ and any $n$, $S(l,b,n)$ holds if and only if $n\ge1$ and $b=1/n-nl/2$.
2. `ansatz_zero`: for any real $b$ and any $P$, if $u$ solves the equation then $u(0)=0$.
3. `exists_state_iff`: some $b>0$ has $S(l,b,n)$ if and only if $n\ge1$ and $n^2l<2$.
4. `finite_series`: the set of such $n$ is finite.

## Derivation

Put $x=e^{-lr}$, so $dx/dr=-lx$. Primes on $P$ are derivatives in $x$. Differentiating $u=e^{-br}P(x)$ gives $u'=e^{-br}(DP)(x)$ with $DP=-bP-lxP'$. Applying $D$ again,
$$D^2P=-b(-bP-lxP')-lx\,(-bP'-lP'-lxP'')=b^2P+l(2b+l)\,xP'+l^2x^2P''.$$
The $b^2P$ term cancels against the energy, and
$$-u''+Vu+b^2u=-e^{-br}\,\frac{lx}{1-x}\,(RP)(x),\qquad RP=(1-x)\big[(2b+l)P'+lxP''\big]+2P.$$
For $r>0$ we have $0<x<1$, so the prefactor does not vanish, and $x$ takes every value in $(0,1)$. The polynomial $RP$ therefore vanishes on an interval, and the equation is equivalent to $RP=0$.

Let $P=\sum_j a_jx^j$. The bracket in $RP$ has coefficient $q_j=(j+1)(2b+l+lj)\,a_{j+1}$ at $x^j$. The coefficient of $x^k$ in $RP$ is $q_k-q_{k-1}+2a_k$ with $q_{k-1}=k(2b+lk)\,a_k$, a formula that also gives the required $0$ at $k=0$. Hence $RP=0$ means, for all $k\ge0$,
$$(k+1)(2b+l+lk)\,a_{k+1}=\big(k(2b+lk)-2\big)\,a_k .$$

Necessity. If $P\ne0$ has degree $n$, then $a_{n+1}=0$ and $a_n\neq0$, and the relation at $k=n$ gives $n(2b+ln)=2$. This fails for $n=0$; for $n\ge1$ it is $b=1/n-nl/2$.

Sufficiency. Let $n(2b+ln)=2$ and $b>0$. The factor $(k+1)(2b+l+lk)$ is positive, so the recurrence defines $a_k$ from $a_0=1$. For $k<n$,
$$2-k(2b+lk)=n(2b+ln)-k(2b+lk)=(n-k)\big(2b+l(n+k)\big)>0,$$
so none of $a_0,\dots,a_n$ vanishes and $\sum_{j\le n}a_jx^j$ has degree exactly $n$. The relation holds for $k<n$ by construction, at $k=n$ because both sides are zero, and for $k>n$ because both coefficients are zero.

Origin. At $x=1$ the identity $RP=0$ reads $2P(1)=0$, and $u(0)=P(1)$.

Counting. Multiplying $b=1/n-nl/2$ by $n>0$ gives $nb=1-n^2l/2$, so $b>0$ is the same as $n^2l<2$. Since $n\le n^2$, this implies $n<2/l$.

The smallest case is $n=1$: $b=1-l/2$, $l<2$, $a_1=-2/(2b+l)=-1$ and $P=1-x$. The choice $a_0=1$ is in general not the quantum-mechanical normalisation; for $n=1$ the two agree only at $l=\sqrt2$. Here $\int_0^\infty u^2\,dr=\frac1{2-l}-1+\frac1{2+l}=\frac{l^2}{4-l^2}$, so the normalised function is $\frac{\sqrt{4-l^2}}{l}\,e^{-br}(1-e^{-lr})$. For $l\ge2$ the condition $n^2l<2$ has no solution with $n\ge1$, and the finite set is empty.

## What the formal version assumes

`potential l r` is $V(r)$. `SolvesRadial l E u` says that at every $r>0$ both $u$ and `deriv u` are differentiable and $-u''+Vu=Eu$. It imposes no boundary condition and no integrability, so $u(0)=0$ is a consequence of the equation together with the form of $u$. `ansatz l b P` is $r\mapsto e^{-br}P(e^{-lr})$, defined for all real $r$, which gives the value at $r=0$ its meaning. `step` is $D$, `reduced` is $R$, `seriesCoeff l b k` is $a_k$ with $a_0=1$, `seriesPoly l b n` is the sum cut after $x^n$, and `HasState l b n` is $S(l,b,n)$. The energy `-b ^ 2` parses as $-(b^2)$. In `hasState_iff` the condition `1 ≤ n` is part of the right-hand side, so Lean's value for $1/0$ never decides the statement.

The form $e^{-br}P(e^{-lr})$ is assumed. Nothing is stated about solutions of another form, so the theorems do not show that the $E_n$ exhaust the bound spectrum. The index $n$ is a polynomial degree; nodes are not counted, and reading it as a principal quantum number rests here on $E_n\to-1/n^2$ as $l\to0$. Higher angular momenta and positive energies are not treated, no theorem settles for which $n$ a solution exists at the threshold $b=0$, and the potential is given, not derived from a screening theory or from the Bethe–Salpeter kernel.

Without $b>0$ the implication from the formula to existence fails. Take $l=1$, $n=2$, $b=-\tfrac12$, which satisfies $b=1/n-nl/2$. Now $2b+l=0$, so the relation at $k=0$ reads $0=-2a_0$ and forces $P(0)=0$. The degree-2 solutions are multiples of $x(1-x)$, and $e^{r/2}x(1-x)=e^{-r/2}(1-e^{-r})$ is the $n=1$ solution at $b=\tfrac12$. Without $P(0)\neq0$, the zero polynomial, whose `natDegree` is $0$, would give a solution with $n=0$ for every $b$. The normalisation integral, the limit $l\to0$, these counter-examples and the variant with a coupling $g$ at the end are paper arguments that no theorem in the file states.

## The Lean file

```lean
import Mathlib

open Polynomial

namespace HulthenExciton

noncomputable section

/-- The Hulthén potential `V(r) = -2 l e^{-lr} / (1 - e^{-lr})` with screening parameter `l`. -/
def potential (l r : ℝ) : ℝ := -(2 * l * Real.exp (-l * r) / (1 - Real.exp (-l * r)))

/-- `u` is twice differentiable and satisfies `-u'' + V u = E u` at every `r > 0`. -/
def SolvesRadial (l E : ℝ) (u : ℝ → ℝ) : Prop :=
  ∀ r, 0 < r → DifferentiableAt ℝ u r ∧ DifferentiableAt ℝ (deriv u) r ∧
    -deriv (deriv u) r + potential l r * u r = E * u r

/-- The radial function `u(r) = e^{-br} P(e^{-lr})`. -/
def ansatz (l b : ℝ) (P : ℝ[X]) (r : ℝ) : ℝ :=
  Real.exp (-b * r) * P.eval (Real.exp (-l * r))

/-- The map `P ↦ -b P - l x P'` on polynomials in `x`. -/
def step (l b : ℝ) (P : ℝ[X]) : ℝ[X] := C (-b) * P - C l * X * derivative P

/-- The reduced operator `P ↦ (1 - x) [(2b + l) P' + l x P''] + 2 P`. -/
def reduced (l b : ℝ) (P : ℝ[X]) : ℝ[X] :=
  (1 - X) * (C (2 * b + l) * derivative P + C l * X * derivative (derivative P)) + C 2 * P

/-- The coefficients `a₀ = 1`, `a_{k+1} = (k (2b + lk) - 2) a_k / ((k+1)(2b + l + lk))`. -/
def seriesCoeff (l b : ℝ) : ℕ → ℝ
  | 0 => 1
  | k + 1 => ((k : ℝ) * (2 * b + l * k) - 2) * seriesCoeff l b k /
      (((k : ℝ) + 1) * (2 * b + l + l * k))

/-- The series with coefficients `a_k`, cut after the power `x^n`. -/
def seriesPoly (l b : ℝ) (n : ℕ) : ℝ[X] :=
  ∑ j ∈ Finset.range (n + 1), monomial j (seriesCoeff l b j)

/-- There is a polynomial `P` of degree `n` with `P(0) ≠ 0` such that `e^{-br} P(e^{-lr})`
solves the radial equation at energy `-b²`. -/
def HasState (l b : ℝ) (n : ℕ) : Prop :=
  ∃ P : ℝ[X], P.natDegree = n ∧ P.eval 0 ≠ 0 ∧ SolvesRadial l (-b ^ 2) (ansatz l b P)

/-- The `r`-derivative of `e^{-br} P(e^{-lr})` has the same form, with `P` replaced by
`-b P - l x P'`. -/
theorem hasDerivAt_ansatz (l b : ℝ) (P : ℝ[X]) (r : ℝ) :
    HasDerivAt (ansatz l b P) (ansatz l b (step l b P) r) r := by
  have h : ∀ c : ℝ, HasDerivAt (fun s => Real.exp (-c * s)) (Real.exp (-c * r) * -c) r :=
    fun c => ((hasDerivAt_id' r).const_mul (-c)).exp.congr_deriv (by simp)
  have hP := HasDerivAt.comp_of_eq r (P.hasDerivAt (Real.exp (-l * r))) (h l) rfl
  have h2 := (h b).mul hP
  refine HasDerivAt.congr_deriv h2 ?_
  simp only [ansatz, step, Function.comp_apply, eval_sub, eval_mul, eval_C, eval_X]
  ring

/-- For `l > 0` the function `e^{-br} P(e^{-lr})` solves the radial equation at energy `-b²`
exactly when the reduced operator annihilates `P`. -/
theorem solves_iff_reduced {l : ℝ} (hl : 0 < l) (b : ℝ) (P : ℝ[X]) :
    SolvesRadial l (-b ^ 2) (ansatz l b P) ↔ reduced l b P = 0 := by
  have hd : ∀ Q, deriv (ansatz l b Q) = ansatz l b (step l b Q) :=
    fun Q => funext fun r => (hasDerivAt_ansatz l b Q r).deriv
  -- the equation in the variable x
  have key : ∀ x : ℝ, 1 - x ≠ 0 →
      -(step l b (step l b P)).eval x + -(2 * l * x / (1 - x)) * P.eval x + b ^ 2 * P.eval x
        = -(l * x / (1 - x)) * (reduced l b P).eval x := by
    intro x hx
    simp only [step, reduced, map_sub, derivative_mul, derivative_C, derivative_X, eval_add,
      eval_sub, eval_mul, eval_C, eval_X, eval_one, eval_zero]
    field_simp
    ring
  have pt : ∀ r, 0 < r →
      (-ansatz l b (step l b (step l b P)) r + potential l r * ansatz l b P r
        = -b ^ 2 * ansatz l b P r ↔ (reduced l b P).eval (Real.exp (-l * r)) = 0) := by
    intro r hr
    have h0 : -l * r < 0 := by nlinarith [mul_pos hl hr]
    have h1 : 0 < 1 - Real.exp (-l * r) :=
      sub_pos.2 ((Real.exp_lt_exp.2 h0).trans_eq Real.exp_zero)
    have hc := (mul_pos (Real.exp_pos (-b * r))
      (div_pos (mul_pos hl (Real.exp_pos (-l * r))) h1)).ne'
    have hk := key _ h1.ne'
    unfold ansatz potential
    constructor
    · intro h
      apply mul_left_cancel₀ hc
      linear_combination Real.exp (-b * r) * hk - h
    · intro h
      linear_combination Real.exp (-b * r) * hk -
        Real.exp (-b * r) * (l * Real.exp (-l * r) / (1 - Real.exp (-l * r))) * h
  unfold SolvesRadial
  rw [hd, hd]
  constructor
  · -- x = e^{-lr} runs through (0, 1), so the polynomial has infinitely many roots
    intro h
    refine eq_zero_of_infinite_isRoot _ ((Set.Ioo_infinite (zero_lt_one' ℝ)).mono ?_)
    intro x hx
    have hr : 0 < -Real.log x / l := div_pos (neg_pos.2 (Real.log_neg hx.1 hx.2)) hl
    have h3 := (pt _ hr).1 (h _ hr).2.2
    have e : -l * (-Real.log x / l) = Real.log x := by field_simp
    rw [e, Real.exp_log hx.1] at h3
    exact h3
  · intro h r hr
    exact ⟨(hasDerivAt_ansatz l b _ r).differentiableAt,
      (hasDerivAt_ansatz l b _ r).differentiableAt, (pt r hr).2 (by rw [h, eval_zero])⟩

/-- The coefficient of `x^k` in the reduced operator applied to `P = ∑ a_j x^j` is
`(k+1)(2b + l + lk) a_{k+1} - (k (2b + lk) - 2) a_k`. -/
theorem reduced_coeff (l b : ℝ) (P : ℝ[X]) (k : ℕ) :
    (reduced l b P).coeff k = ((k : ℝ) + 1) * (2 * b + l + l * k) * P.coeff (k + 1)
      - ((k : ℝ) * (2 * b + l * k) - 2) * P.coeff k := by
  have hQ : ∀ j : ℕ,
      (C (2 * b + l) * derivative P + C l * X * derivative (derivative P)).coeff j
        = ((j : ℝ) + 1) * (2 * b + l + l * j) * P.coeff (j + 1) := by
    intro j
    cases j <;>
      simp only [coeff_add, mul_assoc, coeff_C_mul, coeff_X_mul, coeff_X_mul_zero,
        coeff_derivative] <;> push_cast <;> ring
  have hsplit : ∀ Q : ℝ[X], (1 - X) * Q + C 2 * P = Q - X * Q + C 2 * P := fun Q => by ring
  rw [reduced, hsplit, coeff_add, coeff_sub, coeff_C_mul, hQ k]
  cases k with
  | zero => rw [coeff_X_mul_zero]; push_cast; ring
  | succ j => rw [coeff_X_mul, hQ j]; push_cast; ring

/-- A nonzero polynomial of degree `n` annihilated by the reduced operator forces
`n (2b + ln) = 2`. -/
theorem termination_condition {l b : ℝ} {P : ℝ[X]} (hP : P ≠ 0) (h : reduced l b P = 0) :
    (P.natDegree : ℝ) * (2 * b + l * P.natDegree) = 2 := by
  have h1 := reduced_coeff l b P P.natDegree
  rw [h, coeff_zero, coeff_natDegree_succ_eq_zero] at h1
  have h2 : P.coeff P.natDegree ≠ 0 := leadingCoeff_ne_zero.2 hP
  apply mul_right_cancel₀ h2
  linear_combination h1

/-- For `l, b > 0` and `n (2b + ln) = 2` the series cut after `x^n` has degree `n`, equals `1`
at `x = 0`, and is annihilated by the reduced operator. -/
theorem seriesPoly_spec {l b : ℝ} (hl : 0 < l) (hb : 0 < b) {n : ℕ}
    (hn : (n : ℝ) * (2 * b + l * n) = 2) :
    (seriesPoly l b n).natDegree = n ∧ (seriesPoly l b n).eval 0 = 1 ∧
      reduced l b (seriesPoly l b n) = 0 := by
  have hc : ∀ k, (seriesPoly l b n).coeff k = if k < n + 1 then seriesCoeff l b k else 0 := by
    intro k
    simp [seriesPoly, coeff_monomial]
  have hd : ∀ k : ℕ, ((k : ℝ) + 1) * (2 * b + l + l * k) ≠ 0 := fun k => by positivity
  -- k (2b + lk) increases strictly, so the series does not stop before k = n
  have hne : ∀ k, k ≤ n → seriesCoeff l b k ≠ 0 := by
    intro k
    induction k with
    | zero => intro _; simp [seriesCoeff]
    | succ k ih =>
      intro hk
      have hkn : (k : ℝ) < n := by exact_mod_cast (show k < n by omega)
      have hp := mul_pos (sub_pos.2 hkn) (show 0 < 2 * b + l * (n + k) by positivity)
      rw [seriesCoeff]
      refine div_ne_zero (mul_ne_zero ?_ (ih (by omega))) (hd k)
      intro h
      nlinarith
  refine ⟨natDegree_eq_of_le_of_coeff_ne_zero ?_ ?_, ?_, ?_⟩
  · refine natDegree_le_iff_coeff_eq_zero.2 fun N hN => ?_
    rw [hc, if_neg (show ¬ N < n + 1 by omega)]
  · rw [hc, if_pos (show n < n + 1 by omega)]
    exact hne n le_rfl
  · rw [← coeff_zero_eq_eval_zero, hc, if_pos (show 0 < n + 1 by omega), seriesCoeff]
  · ext k
    rw [reduced_coeff, hc (k + 1), hc k, coeff_zero]
    rcases lt_trichotomy k n with h | h | h
    · rw [if_pos (show k + 1 < n + 1 by omega), if_pos (show k < n + 1 by omega), seriesCoeff,
        mul_div_assoc', mul_div_cancel_left₀ _ (hd k), sub_self]
    · subst h
      rw [if_neg (show ¬ k + 1 < k + 1 by omega), hn]
      ring
    · rw [if_neg (show ¬ k + 1 < n + 1 by omega), if_neg (show ¬ k < n + 1 by omega)]
      ring

/-- For `l, b > 0`, a solution `e^{-br} P(e^{-lr})` at energy `-b²` with `P` of degree `n` and
`P(0) ≠ 0` exists exactly when `n ≥ 1` and `b = 1/n - n l / 2`. -/
theorem hasState_iff {l b : ℝ} (hl : 0 < l) (hb : 0 < b) (n : ℕ) :
    HasState l b n ↔ 1 ≤ n ∧ b = 1 / (n : ℝ) - n * l / 2 := by
  constructor
  · rintro ⟨P, hdeg, h0, hs⟩
    have hP : P ≠ 0 := fun h => h0 (by rw [h, eval_zero])
    have h := termination_condition hP ((solves_iff_reduced hl b P).1 hs)
    rw [hdeg] at h
    have hn : (n : ℝ) ≠ 0 := fun e => by rw [e] at h; norm_num at h
    have hn' : n ≠ 0 := by exact_mod_cast hn
    refine ⟨by omega, mul_left_cancel₀ hn ?_⟩
    linear_combination h / 2 - mul_one_div_cancel hn
  · rintro ⟨h1, h⟩
    have hn : (n : ℝ) ≠ 0 := by exact_mod_cast (show n ≠ 0 by omega)
    obtain ⟨hdeg, h0, hr⟩ := seriesPoly_spec hl hb (n := n)
      (by linear_combination 2 * (n : ℝ) * h + 2 * mul_one_div_cancel hn)
    exact ⟨_, hdeg, by rw [h0]; exact one_ne_zero, (solves_iff_reduced hl b _).2 hr⟩

/-- For `l > 0` every solution `u = e^{-br} P(e^{-lr})` at energy `-b²` has `u(0) = 0`. -/
theorem ansatz_zero {l b : ℝ} (hl : 0 < l) {P : ℝ[X]}
    (hs : SolvesRadial l (-b ^ 2) (ansatz l b P)) : ansatz l b P 0 = 0 := by
  -- evaluate the reduced equation at x = 1
  have h := congrArg (eval 1) ((solves_iff_reduced hl b P).1 hs)
  simp only [reduced, eval_add, eval_mul, eval_sub, eval_one, eval_X, eval_C, eval_zero,
    sub_self, zero_mul] at h
  simp only [ansatz, mul_zero, Real.exp_zero]
  linarith

/-- For `l > 0`, a degree-`n` solution exists for some decay rate `b > 0` exactly when
`n ≥ 1` and `n² l < 2`. -/
theorem exists_state_iff {l : ℝ} (hl : 0 < l) (n : ℕ) :
    (∃ b, 0 < b ∧ HasState l b n) ↔ 1 ≤ n ∧ (n : ℝ) ^ 2 * l < 2 := by
  have e : 1 ≤ n → (0 < 1 / (n : ℝ) - n * l / 2 ↔ (n : ℝ) ^ 2 * l < 2) := by
    intro h1
    have hn : (0 : ℝ) < n := by exact_mod_cast (show 0 < n by omega)
    have e1 : (n : ℝ) * (1 / (n : ℝ) - n * l / 2) = 1 - (n : ℝ) ^ 2 * l / 2 := by
      linear_combination mul_one_div_cancel hn.ne'
    rw [← mul_pos_iff_of_pos_left hn, e1]
    constructor <;> intro h <;> linarith
  constructor
  · rintro ⟨b, hb, hs⟩
    obtain ⟨h1, h2⟩ := (hasState_iff hl hb n).1 hs
    rw [h2] at hb
    exact ⟨h1, (e h1).1 hb⟩
  · rintro ⟨h1, h2⟩
    have hb := (e h1).2 h2
    exact ⟨_, hb, (hasState_iff hl hb n).2 ⟨h1, rfl⟩⟩

/-- For `l > 0` only finitely many degrees `n` admit a solution with some decay rate `b > 0`. -/
theorem finite_series {l : ℝ} (hl : 0 < l) :
    {n : ℕ | ∃ b, 0 < b ∧ HasState l b n}.Finite := by
  refine (Set.finite_Iic ⌈2 / l⌉₊).subset fun n hn => ?_
  obtain ⟨h1, h2⟩ := (exists_state_iff hl n).1 hn
  have hn1 : (1 : ℝ) ≤ n := by exact_mod_cast h1
  have h : (n : ℝ) < 2 / l := by
    rw [lt_div_iff₀ hl]
    nlinarith [mul_nonneg (mul_nonneg (zero_le_one.trans hn1) hl.le) (sub_nonneg.2 hn1)]
  have h' : (n : ℝ) ≤ (⌈2 / l⌉₊ : ℕ) := h.le.trans (Nat.le_ceil _)
  exact Set.mem_Iic.2 (by exact_mod_cast h')

end

end HulthenExciton
```

```lean
#print axioms HulthenExciton.ansatz_zero
#print axioms HulthenExciton.finite_series
```

```
'HulthenExciton.ansatz_zero' depends on axioms: [propext, Classical.choice, Quot.sound]
'HulthenExciton.finite_series' depends on axioms: [propext, Classical.choice, Quot.sound]
```

## Notes on the proof

`hasDerivAt_ansatz` is the formula $u'=e^{-br}(DP)(x)$. The fact `h` differentiates $e^{-cr}$ for any rate $c$, `hP` is the chain rule, `h2` is the product rule, and `ring` matches the result with `step`. Since the derivative is again an ansatz, `hd` in the next theorem is used twice to obtain $u''$ with `step l b (step l b P)`.

In `solves_iff_reduced`, `key` is the displayed factorisation with $e^{-br}$ removed, for any $x\ne1$. `pt` sets $x=e^{-lr}$ at one $r>0$: `hc` says that $e^{-br}lx/(1-x)$ is nonzero, `mul_left_cancel₀` divides it out, and `linear_combination` multiplies `key` by $e^{-br}$. Only $l>0$ is needed here, which is why `ansatz_zero` allows any $b$.

The proof turns on `eq_zero_of_infinite_isRoot`, which passes from analysis to algebra. An element of `ℝ[X]` is a finite family of coefficients and not a function, so the statement that `reduced l b P` evaluates to zero at the points $e^{-lr}$ gives no direct access to its coefficients. The lemma says that a polynomial whose set of roots is infinite is the zero polynomial. `Set.Ioo_infinite` supplies the infinite set $(0,1)$, and `.mono` reduces the task to showing that each $x$ in it is a root. For that the proof inverts the substitution: $r=-\ln x/l$ is positive (`hr`), and `e` with `Real.exp_log` returns $e^{-lr}=x$. The later theorems use this equivalence and work with the polynomial identity $RP=0$, through `coeff` in `termination_condition` and `seriesPoly_spec` and through `eval 1` in `ansatz_zero`.

`reduced_coeff` computes $q_j$ as `hQ` and expands $(1-x)Q=Q-xQ$, with $Q$ the bracket, in `hsplit`. The case splits are there because multiplication by $x$ shifts coefficients: the coefficient of $xQ$ is $0$ at index zero and $q_j$ at index $j+1$, and the term $xP''$ inside `hQ` is handled in the same way. `termination_condition` takes this coefficient at `P.natDegree`, removes $a_{n+1}$ by `coeff_natDegree_succ_eq_zero` and cancels the leading coefficient; it uses no sign condition on $l$ or $b$.

`seriesPoly_spec` is the sufficiency argument. `hd` is the nonvanishing of the denominators, `hne` is the induction $a_k\neq0$ for $k\le n$ with `hp` the product $(n-k)(2b+l(n+k))>0$, and `lt_trichotomy k n` gives the three cases $k<n$, $k=n$, $k>n$.

`hasState_iff` joins these. The forward direction uses $P(0)\ne0$ only to get $P\neq0$ and does not use `hb`; positivity of $b$ enters the converse alone, in agreement with the counter-example. `ansatz_zero` applies `eval 1` to $RP=0$. In `exists_state_iff`, `e1` is $nb=1-n^2l/2$. `finite_series` places the set inside the naturals up to `⌈2 / l⌉₊`, a cruder bound than $n<\sqrt{2/l}$ that is enough for finiteness.

The same steps apply to the potential $gV$ with a real coupling $g\neq0$. The term $2P$ in $RP$ becomes $2gP$, the termination condition becomes $n(2b+ln)=2g$, and one finds $b=g/n-nl/2$ with $n^2l<2g$. For $g<0$, the repulsive case, no $n$ gives a positive $b$. At $g=0$ no $n\ge1$ gives a positive $b$ either, but the steps that exclude $n=0$ and force $u(0)=0$ break down: $P=1$ gives the solution $u=e^{-br}$ for every $b$, with $u(0)=1$.
